# A real lattice orbital that is lowest in its own repulsive mean field globally minimises the Gross–Pitaevskii energy among real orbitals

## Two wells

A repulsive condensate occupies two equal wells with tunnelling amplitude $J>0$. Its orbital has real amplitudes $y=(\cos\theta,\sin\theta)$, and with interaction strength $g\ge 0$ the energy per particle is
$$E(y)=-J\sin2\theta+\tfrac g2(\cos^4\theta+\sin^4\theta).$$
The symmetric orbital $x=(1,1)/\sqrt2$ has $E(x)=-J+g/4$, so
$$E(y)-E(x)=J(1-\sin2\theta)+\tfrac g4\cos^2 2\theta .$$
Both terms are nonnegative. The first is the cost of leaving the lowest state of the mean field generated by $x$; the second is $\frac g2\sum_i(y_i^2-x_i^2)^2$, the cost of changing the density. The same splitting holds on any finite lattice.

## Stationary orbitals and the global minimum

Let $H$ be a real symmetric one-particle matrix, with $\langle y,Hy\rangle=\sum_{ij}y_iH_{ij}y_j$, and set
$$E(y)=\langle y,Hy\rangle+\tfrac g2\sum_i y_i^4,\qquad F=H+g\,\mathrm{diag}(x_i^2).$$
A stationary orbital satisfies $Fx=\mu x$ with $\sum_i x_i^2=1$. This equation is nonlinear and may have several solutions, so solving it does not by itself identify the ground state. If $\mu$ is the lowest eigenvalue of $F$ and $g\ge0$, however, then every unit real $y$ obeys
$$E(y)-E(x)\ge\tfrac g2\sum_i(y_i^2-x_i^2)^2\ge0 .$$

## The energy difference as two costs

The definition of $F$ gives
$$\langle y,Fy\rangle=\langle y,Hy\rangle+g\sum_i x_i^2y_i^2 .$$
For $y=x$ the left side is $\mu$, hence $E(x)=\mu-\frac g2\sum_i x_i^4$. For general $y$,
$$E(y)=\langle y,Fy\rangle-g\sum_i x_i^2y_i^2+\tfrac g2\sum_i y_i^4 .$$
Subtracting and completing the square,
$$E(y)-E(x)=\langle y,Fy\rangle-\mu+\tfrac g2\sum_i(y_i^2-x_i^2)^2 .$$
The eigenvalues of the symmetric matrix $F-\mu$ are those of $F$ shifted by $-\mu$, so none is negative. Therefore $\langle y,(F-\mu)y\rangle\ge0$, which is $\langle y,Fy\rangle\ge\mu$ for unit $y$, and the bound follows.

If $g>0$ and $E(y)=E(x)$, the sum of squares vanishes and $y_i^2=x_i^2$ on every site. Signs may still differ.

## Nodeless orbitals

Suppose $H_{ij}\le0$ for $i\ne j$, as for ordinary hopping, and $x_i>0$ everywhere. Then $\mu$ is automatically lowest. Take any eigenvector $Fv=\nu v$, $v\neq 0$, and write $v_i=x_iw_i$. Since $Fx=\mu x$ and $F$ is symmetric,
$$\sum_{ij}F_{ij}x_ix_jw_i^2=\sum_{ij}F_{ij}x_ix_jw_j^2=\mu\sum_i v_i^2,$$
while $\sum_{ij}F_{ij}v_iv_j=\nu\sum_i v_i^2$. Hence
$$\sum_{ij}F_{ij}x_ix_j(w_i-w_j)^2=2(\mu-\nu)\sum_i v_i^2 .$$
Diagonal terms on the left vanish and the others are nonpositive, so $\mu\le\nu$.

If in addition every row of $H$ sums to $\varepsilon$, the uniform orbital $x_i=1/\sqrt L$ on $L$ sites is stationary with $\mu=\varepsilon+g/L$. For $g\ge0$ it is therefore optimal, with energy $\varepsilon+g/(2L)$. Equal row sums alone do not suffice: for two sites with $J<0$ and $g=0$, the antisymmetric orbital is lower.

## Reading the Lean statements

The type `n` labels the sites; it is not a number, and $L$ is `Fintype.card n`. An orbital is a function `n → ℝ`, `⬝ᵥ` is the dot product and `*ᵥ` applies a matrix to a vector. `energy` and `meanField` are $E$ and $F$.

`IsGroundVector A μ x` says that `x` has unit norm, that it is an eigenvector with eigenvalue `μ`, and that no eigenvalue lies below `μ`. Degeneracy is allowed. In the hypothesis `IsGroundVector (meanField H g x) μ x` the orbital occurs twice, which expresses self-consistency. Such an `x` is taken as given; its existence is not claimed.

With unit normalisation, $g$ contains the particle number: for $N$ bosons with on-site repulsion $U$, it is $U(N-1)$. The eigenvalue $\mu$ is not the energy per particle, from which it differs by $\frac g2\sum_i x_i^4$. Real symmetric `H` excludes complex hopping phases, and the competing orbitals are real. The model approximates an actual gas by replacing its many-boson state with a single orbital on a finite lattice.

## The bound in a mean-field calculation

For repulsive bosons in a finite lattice at mean-field level, imaginary-time propagation or self-consistent iteration delivers $x$ and $\mu$. One then builds $F$ from the final density and computes its lowest eigenvalue $\lambda_0$, for instance by the Lanczos method with a random starting vector. Started from $x$ itself, which is an eigenvector of $F$, the method would only return $\mu$. If $\lambda_0=\mu$, the orbital is a global minimum.

If $\lambda_0<\mu$, the same identity gives $E(y)\ge E(x)-(\mu-\lambda_0)$, which limits any energy that might still be gained; it does not show that a lower real orbital exists. If complex orbitals are admitted, with $|y_i|^4$ in the energy, a lower one does exist, although the Lean file does not treat this case. Let $z$ be a real unit eigenvector of $F$ for $\lambda_0$ and take $\cos t\,x+\mathrm i\sin t\,z$, with $\mathrm i$ the imaginary unit. The mean-field term falls by $(\mu-\lambda_0)\sin^2t$, while the density term is only of order $t^4$, so the energy drops for small $t\ne0$. For the antisymmetric orbital of the two wells, $\mu-\lambda_0=2J$, and the symmetric orbital gains exactly that amount.

## The complete Lean file

```lean
import Mathlib

open Matrix

namespace GrossPitaevskiiCertificate

noncomputable section

variable {n : Type*} [Fintype n] [DecidableEq n]

/-- The Gross-Pitaevskii energy `⟨y, H y⟩ + (g/2) ∑ yᵢ⁴` of a real orbital `y` on a lattice. -/
def energy (H : Matrix n n ℝ) (g : ℝ) (y : n → ℝ) : ℝ :=
  y ⬝ᵥ H *ᵥ y + g / 2 * ∑ i, y i ^ 4

/-- The mean-field Hamiltonian `H + g diag(xᵢ²)` generated by the orbital `x`. -/
def meanField (H : Matrix n n ℝ) (g : ℝ) (x : n → ℝ) : Matrix n n ℝ :=
  H + diagonal (fun i => g * x i ^ 2)

/-- `x` is a unit eigenvector of `A` with eigenvalue `μ`, and no real eigenvalue of `A`
lies below `μ`. -/
def IsGroundVector (A : Matrix n n ℝ) (μ : ℝ) (x : n → ℝ) : Prop :=
  x ⬝ᵥ x = 1 ∧ A *ᵥ x = μ • x ∧
    ∀ (ν : ℝ) (v : n → ℝ), v ≠ 0 → A *ᵥ v = ν • v → μ ≤ ν

/-- For any real `x` and `y`, normalised or not, the quadratic form of the mean-field Hamiltonian of
`x` at `y` is that of `H` plus `g ∑ xᵢ² yᵢ²`. -/
theorem meanField_expectation (H : Matrix n n ℝ) (g : ℝ) (x y : n → ℝ) :
    y ⬝ᵥ meanField H g x *ᵥ y = y ⬝ᵥ H *ᵥ y + g * ∑ i, x i ^ 2 * y i ^ 2 := by
  unfold meanField
  rw [Matrix.add_mulVec, dotProduct_add, Finset.mul_sum]
  congr 1
  simp only [dotProduct, Matrix.mulVec_diagonal]
  exact Finset.sum_congr rfl fun i _ => by ring

/-- For a unit stationary orbital `x` with eigenvalue `μ`, the energy difference to any `y` is the
quadratic form of the mean-field Hamiltonian of `x` at `y`, minus `μ`, plus `(g/2) ∑ (yᵢ² - xᵢ²)²`.
-/
theorem energy_difference (H : Matrix n n ℝ) (g μ : ℝ) (x y : n → ℝ)
    (hx : x ⬝ᵥ x = 1) (hF : meanField H g x *ᵥ x = μ • x) :
    energy H g y - energy H g x =
      (y ⬝ᵥ meanField H g x *ᵥ y - μ) + g / 2 * ∑ i, (y i ^ 2 - x i ^ 2) ^ 2 := by
  have hy := meanField_expectation H g x y
  have hxx := meanField_expectation H g x x
  have hμ : x ⬝ᵥ meanField H g x *ᵥ x = μ := by
    rw [hF, dotProduct_smul, hx, smul_eq_mul, mul_one]
  have hQ : ∑ i, x i ^ 2 * x i ^ 2 = ∑ i, x i ^ 4 :=
    Finset.sum_congr rfl fun i _ => by ring
  -- expand the square of the density difference
  have hS : ∑ i, (y i ^ 2 - x i ^ 2) ^ 2 =
      ∑ i, y i ^ 4 - 2 * ∑ i, x i ^ 2 * y i ^ 2 + ∑ i, x i ^ 4 := by
    rw [Finset.mul_sum, ← Finset.sum_sub_distrib, ← Finset.sum_add_distrib]
    exact Finset.sum_congr rfl fun i _ => by ring
  unfold energy
  linear_combination -hy + hxx - hμ - g / 2 * hS + g * hQ

/-- If `μ` is the lowest eigenvalue of a real symmetric matrix `A`, then `μ ⟨y, y⟩ ≤ ⟨y, A y⟩` for
every real vector `y`. -/
theorem rayleigh_bound {A : Matrix n n ℝ} (hA : A.IsSymm) {μ : ℝ} {x : n → ℝ}
    (h : IsGroundVector A μ x) (y : n → ℝ) : μ * (y ⬝ᵥ y) ≤ y ⬝ᵥ A *ᵥ y := by
  have hAH : A.IsHermitian := by
    rw [Matrix.IsHermitian, Matrix.conjTranspose_eq_transpose_of_trivial]
    exact hA
  have hB : (A - diagonal (fun _ => μ)).IsHermitian :=
    hAH.sub (Matrix.isHermitian_diagonal _)
  -- the eigenvalues of the shifted matrix are nonnegative
  have hP : (A - diagonal (fun _ => μ)).PosSemidef := by
    refine hB.posSemidef_iff_eigenvalues_nonneg.mpr fun j => ?_
    have he := hB.mulVec_eigenvectorBasis j
    rw [Matrix.sub_mulVec] at he
    have hle := h.2.2 (hB.eigenvalues j + μ) (hB.eigenvectorBasis j).ofLp
      (fun h0 => hB.eigenvectorBasis.orthonormal.ne_zero j (by
        ext i
        exact congrFun h0 i))
      (by
        ext i
        have hi := congrFun he i
        simp only [Pi.sub_apply, Matrix.mulVec_diagonal, Pi.smul_apply, smul_eq_mul] at hi ⊢
        linear_combination hi)
    change 0 ≤ hB.eigenvalues j
    linarith
  have hq := hP.dotProduct_mulVec_nonneg y
  have hd : y ⬝ᵥ diagonal (fun _ => μ) *ᵥ y = μ * (y ⬝ᵥ y) := by
    simp only [dotProduct, Matrix.mulVec_diagonal, Finset.mul_sum]
    exact Finset.sum_congr rfl fun i _ => by ring
  rw [star_trivial, Matrix.sub_mulVec, dotProduct_sub, hd] at hq
  linarith

/-- Global-minimum certificate: for symmetric `H` and `g ≥ 0`, a unit eigenvector `x` for the
lowest eigenvalue of its own mean-field Hamiltonian minimizes the energy over unit real
orbitals, and the excess energy of `y` is at least `(g/2) ∑ (yᵢ² - xᵢ²)²`. -/
theorem global_minimum_certificate {H : Matrix n n ℝ} (hH : H.IsSymm) {g μ : ℝ} (hg : 0 ≤ g)
    {x : n → ℝ} (hx : IsGroundVector (meanField H g x) μ x) (y : n → ℝ) (hy : y ⬝ᵥ y = 1) :
    energy H g x ≤ energy H g y ∧
      g / 2 * ∑ i, (y i ^ 2 - x i ^ 2) ^ 2 ≤ energy H g y - energy H g x := by
  have hF : (meanField H g x).IsSymm := hH.add (Matrix.isSymm_diagonal _)
  have hr := rayleigh_bound hF hx y
  rw [hy, mul_one] at hr
  have hd := energy_difference H g μ x y hx.1 hx.2.1
  have hs : 0 ≤ g / 2 * ∑ i, (y i ^ 2 - x i ^ 2) ^ 2 :=
    mul_nonneg (by linarith) (Finset.sum_nonneg fun i _ => sq_nonneg _)
  constructor <;> linarith

/-- For symmetric `H` and `g > 0`, every unit real orbital with the same energy as a certified
minimizer has the same density on every site. -/
theorem minimizer_density_unique {H : Matrix n n ℝ} (hH : H.IsSymm) {g μ : ℝ} (hg : 0 < g)
    {x : n → ℝ} (hx : IsGroundVector (meanField H g x) μ x) (y : n → ℝ) (hy : y ⬝ᵥ y = 1)
    (hE : energy H g y = energy H g x) (i : n) : y i ^ 2 = x i ^ 2 := by
  have h := (global_minimum_certificate hH hg.le hx y hy).2
  rw [hE, sub_self] at h
  have hs : 0 ≤ ∑ i, (y i ^ 2 - x i ^ 2) ^ 2 := Finset.sum_nonneg fun i _ => sq_nonneg _
  have h0 : ∑ i, (y i ^ 2 - x i ^ 2) ^ 2 = 0 := by nlinarith
  have hi := (Finset.sum_eq_zero_iff_of_nonneg fun i _ => sq_nonneg _).mp h0 i
    (Finset.mem_univ i)
  exact sub_eq_zero.mp (pow_eq_zero_iff two_ne_zero |>.mp hi)

/-- If a real symmetric matrix has nonpositive off-diagonal elements, a unit eigenvector that is
positive on every site belongs to the lowest eigenvalue. -/
theorem nodeless_isGroundVector {A : Matrix n n ℝ} (hA : A.IsSymm)
    (hoff : ∀ i j, i ≠ j → A i j ≤ 0) {μ : ℝ} {x : n → ℝ} (hpos : ∀ i, 0 < x i)
    (hx : x ⬝ᵥ x = 1) (hAx : A *ᵥ x = μ • x) : IsGroundVector A μ x := by
  refine ⟨hx, hAx, fun ν v hv0 hAv => ?_⟩
  -- write v as x times a ratio w
  obtain ⟨w, hw⟩ : ∃ w : n → ℝ, ∀ i, v i = x i * w i :=
    ⟨fun i => v i / x i, fun i => (mul_div_cancel₀ (v i) (hpos i).ne').symm ▸ by
      have := (hpos i).ne'
      field_simp⟩
  have hrow : ∀ i, ∑ j, A i j * x j = μ * x i := fun i => congrFun hAx i
  have hrow' : ∀ i, ∑ j, A i j * v j = ν * v i := fun i => congrFun hAv i
  have h1 : ∑ i, ∑ j, A i j * x i * x j * w i ^ 2 = μ * ∑ i, v i ^ 2 := by
    rw [Finset.mul_sum]
    refine Finset.sum_congr rfl fun i _ => ?_
    calc ∑ j, A i j * x i * x j * w i ^ 2 = (x i * w i ^ 2) * ∑ j, A i j * x j := by
          rw [Finset.mul_sum]
          exact Finset.sum_congr rfl fun j _ => by ring
      _ = μ * v i ^ 2 := by rw [hrow, hw]; ring
  have h2 : ∑ i, ∑ j, A i j * x i * x j * w j ^ 2 = μ * ∑ i, v i ^ 2 := by
    rw [Finset.sum_comm, ← h1]
    refine Finset.sum_congr rfl fun i _ => Finset.sum_congr rfl fun j _ => ?_
    rw [hA.apply i j]
    ring
  have h3 : ∑ i, ∑ j, A i j * v i * v j = ν * ∑ i, v i ^ 2 := by
    rw [Finset.mul_sum]
    refine Finset.sum_congr rfl fun i _ => ?_
    calc ∑ j, A i j * v i * v j = v i * ∑ j, A i j * v j := by
          rw [Finset.mul_sum]
          exact Finset.sum_congr rfl fun j _ => by ring
      _ = ν * v i ^ 2 := by rw [hrow']; ring
  -- the sum of squares weighted by the hopping elements is nonpositive
  have hneg : ∑ i, ∑ j, A i j * (x i * x j * (w i - w j) ^ 2) ≤ 0 := by
    refine Finset.sum_nonpos fun i _ => Finset.sum_nonpos fun j _ => ?_
    by_cases hij : i = j
    · subst hij
      simp
    · exact mul_nonpos_of_nonpos_of_nonneg (hoff i j hij)
        (mul_nonneg (mul_pos (hpos i) (hpos j)).le (sq_nonneg _))
  have hexp : ∑ i, ∑ j, A i j * (x i * x j * (w i - w j) ^ 2) =
      ∑ i, ∑ j, A i j * x i * x j * w i ^ 2 + ∑ i, ∑ j, A i j * x i * x j * w j ^ 2
        - 2 * ∑ i, ∑ j, A i j * v i * v j := by
    simp only [Finset.mul_sum, ← Finset.sum_add_distrib, ← Finset.sum_sub_distrib]
    refine Finset.sum_congr rfl fun i _ => Finset.sum_congr rfl fun j _ => ?_
    rw [hw i, hw j]
    ring
  rw [hexp, h1, h2, h3] at hneg
  obtain ⟨k, hk⟩ := Function.ne_iff.mp hv0
  have hk' : v k ≠ 0 := hk
  have hS : 0 < ∑ i, v i ^ 2 :=
    Finset.sum_pos' (fun i _ => sq_nonneg _) ⟨k, Finset.mem_univ k, by positivity⟩
  by_contra hlt
  nlinarith [mul_pos (sub_pos.2 (not_le.mp hlt)) hS]

/-- For symmetric `H` with nonpositive off-diagonal elements and `g ≥ 0`, a unit stationary
orbital that is positive on every site minimizes the energy over unit real orbitals. -/
theorem nodeless_global_minimum {H : Matrix n n ℝ} (hH : H.IsSymm)
    (hoff : ∀ i j, i ≠ j → H i j ≤ 0) {g μ : ℝ} (hg : 0 ≤ g) {x : n → ℝ}
    (hpos : ∀ i, 0 < x i) (hx : x ⬝ᵥ x = 1) (hF : meanField H g x *ᵥ x = μ • x)
    (y : n → ℝ) (hy : y ⬝ᵥ y = 1) : energy H g x ≤ energy H g y := by
  refine (global_minimum_certificate hH hg (nodeless_isGroundVector
    (hH.add (Matrix.isSymm_diagonal _)) (fun i j hij => ?_) hpos hx hF) y hy).1
  rw [Matrix.add_apply, Matrix.diagonal_apply_ne _ hij, add_zero]
  exact hoff i j hij

/-- If `H` is symmetric with nonpositive off-diagonal elements and all row sums equal to `ε`, and
`g ≥ 0`, the uniform orbital on `L ≥ 1` sites has energy `ε + g/(2L)`, and no unit real orbital has
less. Here `L` is `Fintype.card n`. -/
theorem uniform_condensate [Nonempty n] {H : Matrix n n ℝ} (hH : H.IsSymm)
    (hoff : ∀ i j, i ≠ j → H i j ≤ 0) {g ε : ℝ} (hg : 0 ≤ g) (hrow : ∀ i, ∑ j, H i j = ε) :
    energy H g (fun _ => 1 / Real.sqrt (Fintype.card n)) = ε + g / (2 * Fintype.card n) ∧
      ∀ y : n → ℝ, y ⬝ᵥ y = 1 → ε + g / (2 * Fintype.card n) ≤ energy H g y := by
  have hN : (0 : ℝ) < Fintype.card n := by exact_mod_cast Fintype.card_pos
  obtain ⟨c, hc⟩ : ∃ c : ℝ, c = 1 / Real.sqrt (Fintype.card n) := ⟨_, rfl⟩
  rw [← hc]
  have hc0 : 0 < c := by rw [hc]; positivity
  have hc2 : (Fintype.card n : ℝ) * c ^ 2 = 1 := by
    rw [hc, div_pow, Real.sq_sqrt hN.le, one_pow, mul_one_div_cancel hN.ne']
  have hHx : H *ᵥ (fun _ => c) = fun _ => ε * c := by
    funext i
    change ∑ j, H i j * c = ε * c
    rw [← Finset.sum_mul, hrow]
  have hE : energy H g (fun _ => c) = ε + g / (2 * Fintype.card n) := by
    have hgN : g / (2 * Fintype.card n) = g / 2 * c ^ 2 := by
      rw [div_eq_iff (by positivity)]
      linear_combination (-g) * hc2
    unfold energy
    rw [hHx, hgN]
    simp only [dotProduct, Finset.sum_const, Finset.card_univ, nsmul_eq_mul]
    linear_combination (ε + g / 2 * c ^ 2) * hc2
  refine ⟨hE, fun y hy => ?_⟩
  rw [← hE]
  -- the uniform orbital is stationary and nodeless
  refine nodeless_global_minimum (μ := ε + g * c ^ 2) hH hoff hg (fun _ => hc0) ?_ ?_ y hy
  · simp only [dotProduct, Finset.sum_const, Finset.card_univ, nsmul_eq_mul]
    linear_combination hc2
  · unfold meanField
    rw [Matrix.add_mulVec, hHx]
    ext i
    simp only [Pi.add_apply, Matrix.mulVec_diagonal, Pi.smul_apply, smul_eq_mul]
    ring

end

end GrossPitaevskiiCertificate
```

```lean
#print axioms GrossPitaevskiiCertificate.global_minimum_certificate
#print axioms GrossPitaevskiiCertificate.minimizer_density_unique
#print axioms GrossPitaevskiiCertificate.uniform_condensate
```

```
'GrossPitaevskiiCertificate.global_minimum_certificate' depends on axioms: [propext, Classical.choice, Quot.sound]
'GrossPitaevskiiCertificate.minimizer_density_unique' depends on axioms: [propext, Classical.choice, Quot.sound]
'GrossPitaevskiiCertificate.uniform_condensate' depends on axioms: [propext, Classical.choice, Quot.sound]
```

## From the identity to the uniform condensate in Lean

`meanField_expectation` evaluates the diagonal term site by site. In `energy_difference`, `hμ` is $\langle x,Fx\rangle=\mu$ and `hS` expands the squared density difference; `linear_combination` then performs the subtraction above.

`rayleigh_bound` works with $A-\mu$. Each vector of its orthonormal eigenbasis is also an eigenvector of $A$, with eigenvalue raised by $\mu$, so the assumption on `μ` makes the shifted eigenvalue nonnegative. Positive semidefiniteness then gives the bound on the quadratic form.

`global_minimum_certificate` adds this bound to the identity, and `linarith` closes both claims. `minimizer_density_unique` uses $g>0$ to make the sum of squares zero, then reads off each term.

In `nodeless_isGroundVector`, `w` is the ratio $v_i/x_i$. The facts `h1`, `h2` and `h3` evaluate the three double sums, `hneg` gives the sign and `hexp` expands the square. Assuming $\nu<\mu$ contradicts them, because $\sum_i v_i^2>0$.

`nodeless_global_minimum` applies this to $F$, whose off-diagonal elements are those of $H$. `uniform_condensate` sets `c` to $1/\sqrt L$, derives the energy from $Lc^2=1$, and checks that the constant orbital is positive, normalised and stationary.
